# Ring summation removes the logarithmic divergence of second order in a one-parameter electron-gas shell model

A: Take N momentum shells q_k = (k+1)/N, k = 0, …, N−1, and a fixed coupling c > 0. The second-order energy

S2(N) = −(1/N) Σ_k q_k³ (c/q_k²)²/2

tends to −∞ as the shells are refined, and S2(N) + (c²/2) ln N converges. The ring energy

R(N) = (1/N) Σ_k q_k³ [ln(1 + c/q_k²) − c/q_k²]

lies in [−c, 0] for every N and converges.

Q: Where is the electron gas in this? I see a sum with one parameter.

A: In the random-phase approximation the integrand is ln(1+x) − x, with x the Coulomb interaction times the polarizability at imaginary frequency, with the sign chosen so that x ≥ 0. The interaction gives 1/q². The weight q³ is q² from the momentum volume and one more q from the frequency integral, after writing the frequency as uq. At small q, what remains of the polarizability is a function of u. The model keeps a single value of u instead of integrating over u, so this function becomes a constant, absorbed in c; the overall prefactor of the energy is dropped. A positive constant stands for a metal, whose polarizability at fixed u stays nonzero as q → 0. Momenta are in units of a cutoff, above which the small-q form is not trusted. Second order is the first term of the expansion, ln(1+x) − x = −x²/2 + ….

Q: Then show me the divergence by hand.

A: Powers of q cancel:

q³ (c/q²)²/2 = c²/(2q).

Inserting q_k = (k+1)/N, the N from 1/q_k cancels the 1/N in front:

S2(N) = −(c²/2) Σ_k 1/(k+1) = −(c²/2) H_N,

with H_N the harmonic number. Since H_N − ln N → γ, the Euler–Mascheroni constant, S2(N) + (c²/2) ln N → −(c²/2) γ.

Q: And the ring sum?

A: For x ≥ 0 we have 0 ≤ ln(1+x) ≤ x. With x = c/q², multiplying by q³ gives

−cq ≤ q³ [ln(1 + c/q²) − c/q²] ≤ 0,

and q ≤ 1 puts each term, hence the average, in [−c, 0]. For the limit, rewrite the integrand as

f(q) = q³ ln(q²+c) − 2q³ ln q − cq,

which extends continuously to q = 0. A primitive is

F(q) = [(q⁴−c²) ln(q²+c) − 2q⁴ ln q − cq²]/4.

To check it, use (q⁴−c²)·2q/(q²+c) = 2q³ − 2cq. The 2q³ cancels against the −2q³ from differentiating −2q⁴ ln q, and the two terms −2cq add up to −4cq, so F′ = f. The averages are Riemann sums of f, so they converge to

F(1) − F(0) = [(1−c²) ln(1+c) + c² ln c − c]/4.

Q: Now the formal version. Are the sums really these?

A: The file opens with the import and a namespace.

In Lean 4 with Mathlib:

```lean
import Mathlib

open Filter Topology Finset

namespace ElectronGasShells

noncomputable section
```

`shellSum g N` averages any function over the shells. `range N` runs from 0 to N−1, hence the `(k : ℝ) + 1`.

```lean
/-- Average of `g` over the momentum shells `q = 1/N, 2/N, ..., 1`. -/
def shellSum (g : ℝ → ℝ) (N : ℕ) : ℝ :=
  (∑ k ∈ range N, g (((k : ℝ) + 1) / N)) / N
```

The two integrands are copied as posed, without prior simplification.

```lean
/-- Second-order contribution of the shell of momentum `q` at coupling `c`. -/
def secondOrderTerm (c q : ℝ) : ℝ := -(q ^ 3 * (c / q ^ 2) ^ 2 / 2)

/-- Ring (random-phase) contribution of the shell of momentum `q` at coupling `c`. -/
def ringTerm (c q : ℝ) : ℝ := q ^ 3 * (Real.log (1 + c / q ^ 2) - c / q ^ 2)
```

The value of F(1) − F(0) found by hand also gets a name. That the ring sums converge to it for c > 0 is proved below, in `ringSum_tendsto`.

```lean
/-- The function `((1 - c²) ln (1 + c) + c² ln c - c) / 4` of the coupling `c`. -/
def ringLimit (c : ℝ) : ℝ :=
  ((1 - c ^ 2) * Real.log (1 + c) + c ^ 2 * Real.log c - c) / 4
```

Q: So the cancellation of powers has to be proved.

A: Yes, as an exact identity for every N. The proof moves the prefactors inside both sums and compares them term by term; `field_simp` cancels the q's.

```lean
/-- The second-order shell sum is `-c²/2` times the `N`-th harmonic number. -/
theorem secondOrder_eq_harmonic (c : ℝ) (N : ℕ) :
    shellSum (secondOrderTerm c) N = -(c ^ 2 / 2) * (harmonic N : ℝ) := by
  rcases Nat.eq_zero_or_pos N with rfl | hN
  · simp [shellSum]
  have hN' : (N : ℝ) ≠ 0 := by exact_mod_cast hN.ne'
  unfold shellSum secondOrderTerm harmonic
  push_cast
  rw [Finset.sum_div, Finset.mul_sum]
  refine Finset.sum_congr rfl fun k _ => ?_
  have hk : (k : ℝ) + 1 ≠ 0 := by positivity
  field_simp
```

Mathlib's limit for H_N − ln N, multiplied by −c²/2, then gives the corrected sum.

```lean
/-- After adding `(c²/2) ln N`, the second-order sum converges to `-(c²/2) γ`, with `γ` the
Euler-Mascheroni constant. -/
theorem secondOrder_add_log_tendsto (c : ℝ) :
    Tendsto (fun N : ℕ => shellSum (secondOrderTerm c) N + c ^ 2 / 2 * Real.log N) atTop
      (𝓝 (-(c ^ 2 / 2) * Real.eulerMascheroniConstant)) := by
  refine (Real.tendsto_harmonic_sub_log.const_mul (-(c ^ 2 / 2))).congr fun N => ?_
  rw [secondOrder_eq_harmonic]
  ring
```

Here `Tendsto … atTop (𝓝 a)` means convergence to a as N → ∞. Divergence to −∞ is `atBot`. It follows by writing S2 as the convergent expression plus −(c²/2) ln N, and it needs only c ≠ 0.

```lean
/-- At nonzero coupling the second-order sum itself tends to minus infinity. -/
theorem secondOrder_tendsto_atBot {c : ℝ} (hc : c ≠ 0) :
    Tendsto (shellSum (secondOrderTerm c)) atTop atBot := by
  have hneg : -(c ^ 2 / 2) < 0 := by
    have : 0 < c ^ 2 := by positivity
    linarith
  have hlog : Tendsto (fun N : ℕ => Real.log (N : ℝ)) atTop atTop :=
    Real.tendsto_log_atTop.comp tendsto_natCast_atTop_atTop
  refine ((secondOrder_add_log_tendsto c).add_atBot
    (hlog.const_mul_atTop_of_neg hneg)).congr fun N => ?_
  ring
```

Q: For the ring sum you invoked Riemann sums. What carries that step?

A: A general lemma, proved directly. Each shell runs from k/N to (k+1)/N, and the mean value theorem supplies a point ξ inside it with

F((k+1)/N) − F(k/N) = f(ξ)/N.

The shell sum uses f((k+1)/N)/N instead. Both points lie within 1/N of each other, so for large N uniform continuity on [0, 1] bounds the error per shell by ε/(2N). The N errors add up to at most ε/2, and the increments of F telescope to F(1) − F(0).

```lean
/-- Shell averages of a continuous `f` converge to `F 1 - F 0` for any continuous `F` whose
derivative is `f` between 0 and 1. -/
theorem shellSum_tendsto {F f : ℝ → ℝ} (hF : Continuous F) (hf : Continuous f)
    (hd : ∀ x ∈ Set.Ioo (0 : ℝ) 1, HasDerivAt F (f x) x) :
    Tendsto (shellSum f) atTop (𝓝 (F 1 - F 0)) := by
  rw [Metric.tendsto_atTop]
  intro ε hε
  have huc : UniformContinuousOn f (Set.Icc (0 : ℝ) 1) :=
    isCompact_Icc.uniformContinuousOn_of_continuous hf.continuousOn
  obtain ⟨δ, hδ, h⟩ := Metric.uniformContinuousOn_iff.1 huc (ε / 2) (half_pos hε)
  obtain ⟨M, hM⟩ := exists_nat_gt (1 / δ)
  refine ⟨M + 1, fun N hMN => ?_⟩
  have hN : (0 : ℝ) < N := by exact_mod_cast (by omega : 0 < N)
  have hMN' : (M : ℝ) < N := by exact_mod_cast (by omega : M < N)
  have hNδ : 1 / (N : ℝ) < δ := by
    have h1 := (div_lt_iff₀ hδ).1 (hM.trans hMN')
    rw [div_lt_iff₀ hN]
    linarith [mul_comm (N : ℝ) δ]
  have hpos : 0 < 1 / (N : ℝ) := by positivity
  -- the increments of `F` over the shells telescope
  have htel : F 1 - F 0 = ∑ k ∈ range N, (F (((k : ℝ) + 1) / N) - F ((k : ℝ) / N)) := by
    have h := Finset.sum_range_sub (fun k : ℕ => F ((k : ℝ) / N)) N
    simp only [Nat.cast_add, Nat.cast_one, Nat.cast_zero, zero_div, div_self hN.ne'] at h
    exact h.symm
  -- on each shell the mean value theorem controls the error
  have key : ∀ k ∈ range N, |f (((k : ℝ) + 1) / N) / N
      - (F (((k : ℝ) + 1) / N) - F ((k : ℝ) / N))| ≤ ε / 2 / N := by
    intro k hk
    have hk1 : (k : ℝ) + 1 ≤ N := by
      exact_mod_cast Nat.succ_le_of_lt (Finset.mem_range.1 hk)
    have hba : ((k : ℝ) + 1) / N - (k : ℝ) / N = 1 / N := by ring
    have hb1 : ((k : ℝ) + 1) / N ≤ 1 := (div_le_one hN).2 hk1
    have ha0 : 0 ≤ (k : ℝ) / N := by positivity
    have hab : (k : ℝ) / N < ((k : ℝ) + 1) / N := by linarith
    obtain ⟨ξ, hξ, he⟩ := exists_hasDerivAt_eq_slope F f hab hF.continuousOn
      (fun x hx => hd x ⟨ha0.trans_lt hx.1, hx.2.trans_le hb1⟩)
    rw [hba, eq_div_iff hpos.ne'] at he
    have hclose := h (((k : ℝ) + 1) / N) ⟨by linarith, hb1⟩ ξ
      ⟨by linarith [hξ.1], by linarith [hξ.2]⟩ (by
        rw [Real.dist_eq, abs_of_pos (by linarith [hξ.2])]
        linarith [hξ.1])
    rw [Real.dist_eq] at hclose
    have hle := hclose.le
    rw [← he, show f (((k : ℝ) + 1) / N) / N - f ξ * (1 / N)
      = (f (((k : ℝ) + 1) / N) - f ξ) / N by ring, abs_div, abs_of_pos hN]
    gcongr
  rw [Real.dist_eq, shellSum, htel, Finset.sum_div, ← Finset.sum_sub_distrib]
  calc _ ≤ _ := Finset.abs_sum_le_sum_abs _ _
    _ ≤ ∑ k ∈ range N, ε / 2 / (N : ℝ) := Finset.sum_le_sum key
    _ = ε / 2 := by
      rw [Finset.sum_const, Finset.card_range, nsmul_eq_mul]
      field_simp
    _ < ε := half_lt_self hε
```

The device on which this turns is `exists_hasDerivAt_eq_slope`, Mathlib's mean value theorem. It asks for continuity on the closed interval but a derivative only in its interior. The first shell touches q = 0, where q ln q has no derivative. Because the endpoint is exempt, F can be differentiated factor by factor for q > 0, with no special treatment of the origin. In the code, `htel` is the telescoping and `key` the error on one shell.

Q: And the bound holds for every N, not just large N?

A: For every N, including one shell, where R(1) = ln(1+c) − c. The proof is the inequality above: `hl0` and `hl1` are the two bounds on the logarithm, `hcq` is q³·c/q² = cq, and `h4` uses q ≤ 1.

```lean
/-- For positive coupling the ring sum lies between `-c` and `0` for every number of shells. -/
theorem ringSum_mem_Icc {c : ℝ} (hc : 0 < c) (N : ℕ) :
    shellSum (ringTerm c) N ∈ Set.Icc (-c) 0 := by
  rcases Nat.eq_zero_or_pos N with rfl | hN0
  · simp [shellSum, hc.le]
  have hN : (0 : ℝ) < N := by exact_mod_cast hN0
  have hterm : ∀ k ∈ range N, -c ≤ ringTerm c (((k : ℝ) + 1) / N) ∧
      ringTerm c (((k : ℝ) + 1) / N) ≤ 0 := by
    intro k hk
    have hk1 : (k : ℝ) + 1 ≤ N := by
      exact_mod_cast Nat.succ_le_of_lt (Finset.mem_range.1 hk)
    have hq1 : ((k : ℝ) + 1) / N ≤ 1 := (div_le_one hN).2 hk1
    have hq : 0 < ((k : ℝ) + 1) / N := by positivity
    generalize ((k : ℝ) + 1) / N = q at hq hq1 ⊢
    have hx : 0 < c / q ^ 2 := by positivity
    have hq3 : 0 ≤ q ^ 3 := by positivity
    -- `0 ≤ ln (1 + x) ≤ x`
    have hl0 : 0 ≤ Real.log (1 + c / q ^ 2) := Real.log_nonneg (by linarith)
    have hl1 := Real.log_le_sub_one_of_pos (show 0 < 1 + c / q ^ 2 by linarith)
    have hcq : q ^ 3 * (c / q ^ 2) = c * q := by field_simp
    have h1 := mul_nonneg hq3 hl0
    have h2 := mul_le_mul_of_nonneg_left hl1 hq3
    have h3 : q ^ 3 * (1 + c / q ^ 2 - 1) = c * q := by rw [add_sub_cancel_left, hcq]
    have h4 : c * q ≤ c := by nlinarith
    rw [ringTerm, mul_sub, hcq]
    constructor <;> linarith
  constructor
  · rw [shellSum, le_div_iff₀ hN]
    have h := Finset.card_nsmul_le_sum (range N) _ (-c) (fun k hk => (hterm k hk).1)
    rw [Finset.card_range, nsmul_eq_mul] at h
    linarith
  · exact div_nonpos_of_nonpos_of_nonneg
      (Finset.sum_nonpos fun k hk => (hterm k hk).2) hN.le
```

The limit comes next. The local functions `f` and `F` are those I wrote by hand, with q ln q kept together as a factor because Mathlib knows that product to be continuous, with value 0 at q = 0. `hd` is the derivative check, `hs` the cancellation of q²+c, and `hval` evaluates F(1) − F(0). The last part shows that `f` agrees with `ringTerm` on every shell, all of which have q > 0.

```lean
/-- For positive coupling the ring sum converges to `ringLimit c` as the shells are refined. -/
theorem ringSum_tendsto {c : ℝ} (hc : 0 < c) :
    Tendsto (shellSum (ringTerm c)) atTop (𝓝 (ringLimit c)) := by
  have hL : Continuous fun q : ℝ => Real.log (q ^ 2 + c) :=
    Continuous.log (by fun_prop) (fun q => by positivity)
  have hM : Continuous fun q : ℝ => q * Real.log q := Real.continuous_mul_log
  have e : ∀ n : ℕ, Continuous fun q : ℝ => q ^ n := fun n => continuous_pow n
  -- the integrand in a form continuous at `q = 0`, and its primitive
  let f : ℝ → ℝ := fun q =>
    q ^ 3 * Real.log (q ^ 2 + c) - 2 * q ^ 2 * (q * Real.log q) - c * q
  let F : ℝ → ℝ := fun q => ((q ^ 4 - c ^ 2) * Real.log (q ^ 2 + c)
    - 2 * q ^ 3 * (q * Real.log q) - c * q ^ 2) / 4
  have hf : Continuous f :=
    (((e 3).mul hL).sub ((continuous_const.mul (e 2)).mul hM)).sub
      (continuous_const.mul continuous_id)
  have hF : Continuous F :=
    (((((e 4).sub continuous_const).mul hL).sub ((continuous_const.mul (e 3)).mul hM)).sub
      (continuous_const.mul (e 2))).div_const 4
  have hd : ∀ x ∈ Set.Ioo (0 : ℝ) 1, HasDerivAt F (f x) x := by
    intro x hx
    have hne : x ^ 2 + c ≠ 0 := by positivity
    have p2 : HasDerivAt (fun q : ℝ => q ^ 2) (2 * x) x :=
      (hasDerivAt_pow 2 x).congr_deriv (by norm_num)
    have p3 : HasDerivAt (fun q : ℝ => q ^ 3) (3 * x ^ 2) x :=
      (hasDerivAt_pow 3 x).congr_deriv (by norm_num)
    have p4 : HasDerivAt (fun q : ℝ => q ^ 4) (4 * x ^ 3) x :=
      (hasDerivAt_pow 4 x).congr_deriv (by norm_num)
    have h1 : HasDerivAt (fun q : ℝ => Real.log (q ^ 2 + c)) (2 * x / (x ^ 2 + c)) x :=
      (p2.add_const c).log hne
    have h2 := Real.hasDerivAt_mul_log hx.1.ne'
    have hs : (x ^ 4 - c ^ 2) * (2 * x / (x ^ 2 + c)) = 2 * x * (x ^ 2 - c) := by
      rw [← mul_div_assoc, div_eq_iff hne]
      ring
    refine (((((p4.sub_const (c ^ 2)).fun_mul h1).fun_sub
      ((p3.const_mul 2).fun_mul h2)).fun_sub (p2.const_mul c)).div_const 4).congr_deriv ?_
    simp only [f]
    linear_combination hs / 4
  have hval : F 1 - F 0 = ringLimit c := by
    have h0 : (0 : ℝ) ^ 2 + c = c := by ring
    have h1 : (1 : ℝ) ^ 2 + c = 1 + c := by ring
    simp only [F, ringLimit]
    rw [h0, h1, Real.log_one]
    ring
  rw [← hval]
  refine (shellSum_tendsto hF hf hd).congr' ?_
  filter_upwards [eventually_gt_atTop 0] with N hN0
  have hN : (0 : ℝ) < N := by exact_mod_cast hN0
  unfold shellSum
  congr 1
  refine Finset.sum_congr rfl fun k _ => ?_
  have hq : 0 < ((k : ℝ) + 1) / N := by positivity
  generalize ((k : ℝ) + 1) / N = q at hq ⊢
  have hfrac : 1 + c / q ^ 2 = (q ^ 2 + c) / q ^ 2 := by field_simp
  have hcq : q ^ 3 * (c / q ^ 2) = c * q := by field_simp
  have hlog : Real.log (1 + c / q ^ 2) = Real.log (q ^ 2 + c) - 2 * Real.log q := by
    rw [hfrac, Real.log_div (by positivity) (by positivity), Real.log_pow]
    push_cast
    ring
  rw [ringTerm, mul_sub, hcq, hlog]
  simp only [f]
  ring
```

Q: A logarithm does not simply vanish. Where did it go?

A: Into the coupling. Subtracting (c²/4) ln c from the limit leaves

[(1−c²) ln(1+c) − c]/4.

For 0 < c ≤ 1, multiply c/(1+c) ≤ ln(1+c) ≤ c by 1−c² ≥ 0:

c − c² ≤ (1−c²) ln(1+c) ≤ c − c³.

The remainder therefore lies between −c²/4 and −c³/4, and the theorem records the interval [−c²/4, 0]. `hlo` and `hup` are the two multiplied inequalities.

```lean
/-- For `0 < c ≤ 1` the limiting ring energy lies below `(c²/4) ln c` by at most `c²/4`. -/
theorem ringLimit_weak_coupling {c : ℝ} (hc : 0 < c) (hc1 : c ≤ 1) :
    ringLimit c - c ^ 2 / 4 * Real.log c ∈ Set.Icc (-(c ^ 2 / 4)) 0 := by
  have hp : 0 < 1 + c := by linarith
  have hw : 0 ≤ 1 - c ^ 2 := by nlinarith
  have hup := mul_le_mul_of_nonneg_left (Real.log_le_sub_one_of_pos hp) hw
  have hlo := mul_le_mul_of_nonneg_left (Real.one_sub_inv_le_log_of_pos hp) hw
  have hs : (1 - c ^ 2) * (1 - (1 + c)⁻¹) = c - c ^ 2 := by
    have hi : (1 + c) * (1 + c)⁻¹ = 1 := mul_inv_cancel₀ hp.ne'
    linear_combination (-(1 - c)) * hi
  have h3 : 0 < c ^ 3 := by positivity
  rw [hs] at hlo
  unfold ringLimit
  constructor
  · linarith
  · nlinarith
```

Q: Do you need c ≤ 1 there?

A: Yes. At c = 2 the remainder is (−3 ln 3 − 2)/4 ≈ −1.32, below the bound −c²/4 = −1. For every c > 1 the factor 1−c² is negative and the inequalities reverse.

Q: Which statement should I hold you to?

A: The last one. For c > 0 it joins four facts: S2 diverges to −∞, S2 with the logarithm added converges to −(c²/2)γ, R stays in [−c, 0], and R converges to `ringLimit c`. Its proof only collects the earlier theorems.

```lean
/-- Electron-gas shell model at coupling `c > 0`: the second-order sum diverges to minus infinity
and converges once `(c²/2) ln N` is added, while the ring sum stays in `[-c, 0]` and converges. -/
theorem ring_resummation_cures_log_drift {c : ℝ} (hc : 0 < c) :
    Tendsto (shellSum (secondOrderTerm c)) atTop atBot ∧
    Tendsto (fun N : ℕ => shellSum (secondOrderTerm c) N + c ^ 2 / 2 * Real.log N) atTop
      (𝓝 (-(c ^ 2 / 2) * Real.eulerMascheroniConstant)) ∧
    (∀ N, shellSum (ringTerm c) N ∈ Set.Icc (-c) 0) ∧
    Tendsto (shellSum (ringTerm c)) atTop (𝓝 (ringLimit c)) :=
  ⟨secondOrder_tendsto_atBot hc.ne', secondOrder_add_log_tendsto c,
    ringSum_mem_Icc hc, ringSum_tendsto hc⟩

end

end ElectronGasShells
```

```lean
#print axioms ElectronGasShells.ringLimit_weak_coupling
#print axioms ElectronGasShells.ring_resummation_cures_log_drift
```

```
'ElectronGasShells.ringLimit_weak_coupling' depends on axioms: [propext, Classical.choice, Quot.sound]
'ElectronGasShells.ring_resummation_cures_log_drift' depends on axioms: [propext, Classical.choice, Quot.sound]
```

Q: My remaining doubt is the step from here to a real metal.

A: That step is not taken. The polarizability is a constant rather than a function of u, the integral over u is left out, the cutoff is sharp, and second-order exchange is absent. The shells are a radial grid, not a three-dimensional k-point mesh. With all these simplifications, the coefficient c²/2 should not be used to extrapolate a calculation. Within this one-parameter model, the result shows the small-momentum mechanism behind a familiar contrast in electronic structure: second-order perturbation theory diverges for the three-dimensional uniform electron gas, while the random-phase energy is finite.
